# For a diagonal Hamiltonian, the contour integral of G V G couples only levels on opposite sides of the contour

Independent electrons fill the levels of a Hamiltonian H below a gap, and a weak static perturbation tV is added. The density matrix is the projector onto the filled levels, and a contour that encloses exactly those levels gives it as an integral of the resolvent:

P = (1/(2πi)) ∮ G(z) dz,  G(z) = (z − H)⁻¹.

Perturbation theory for single states produces denominators for every pair of levels, including pairs that are both filled and nearly degenerate. Which of them survive in the first-order change of P? For a finite matrix H written in its eigenbasis, with no level on a circular contour, the answer comes from one integral with two poles.

```lean
import Mathlib

open Metric Matrix

namespace ContourProjectorResponse

noncomputable section
```

## Two poles and a circle

Let C be the circle with centre c and radius R, traversed counterclockwise, and let a and b be complex numbers. The quantity needed is

I(a, b) = (1/(2πi)) ∮ dz / ((z − a)(z − b)).

In Lean this is `gapIntegral c R a b`. The sets `sphere c R`, `ball c R` and `closedBall c R` are the circle, its open interior and the two together.

```lean
/-- The counterclockwise integral of `1/((z-a)(z-b))` over the circle with centre `c` and
radius `R`, divided by `2πi`. -/
def gapIntegral (c : ℂ) (R : ℝ) (a b : ℂ) : ℂ :=
  (2 * (Real.pi : ℂ) * Complex.I)⁻¹ * ∮ z in C(c, R), 1 / ((z - a) * (z - b))
```

If a lies outside C, then 1/(z − a) is analytic on the whole closed disc, and Cauchy's theorem gives

∮ dz/(z − a) = 0.

The proof supplies what Cauchy's theorem asks for: the denominator has no zero on the closed disc, so its inverse is continuous there and differentiable in the interior.

```lean
/-- The integral of `1/(z-a)` over the circle is zero when `a` lies outside the circle. -/
theorem integral_pole_outside {c a : ℂ} {R : ℝ} (hR : 0 < R) (ha : a ∉ closedBall c R) :
    (∮ z in C(c, R), (z - a)⁻¹) = 0 := by
  have hne : ∀ z ∈ closedBall c R, z - a ≠ 0 :=
    fun z hz h => ha (sub_eq_zero.mp h ▸ hz)
  refine Complex.circleIntegral_eq_zero_of_differentiable_on_off_countable hR.le
    Set.countable_empty (ContinuousOn.inv₀ (by fun_prop) hne) ?_
  intro z hz
  have h : DifferentiableAt ℂ (fun w : ℂ => w - a) z := by fun_prop
  exact h.inv (hne z (ball_subset_closedBall hz.1))
```

For a ≠ b, subtracting two simple poles gives

1/(z − a) − 1/(z − b) = (a − b) / ((z − a)(z − b)).

Dividing by a − b and integrating separates the poles:

∮ dz/((z − a)(z − b)) = (1/(a − b)) [∮ dz/(z − a) − ∮ dz/(z − b)].

Since neither pole is on the circle, both integrands on the right are continuous there, which justifies splitting the integral. The rest is the algebraic identity at each point of C.

```lean
/-- Partial fractions under the integral: two distinct poles off the contour contribute
separately, with the inverse of their separation as prefactor. -/
theorem integral_partial_fractions {c a b : ℂ} {R : ℝ} (hR : 0 < R)
    (ha : a ∉ sphere c R) (hb : b ∉ sphere c R) (hab : a ≠ b) :
    (∮ z in C(c, R), 1 / ((z - a) * (z - b))) =
      (a - b)⁻¹ * ((∮ z in C(c, R), (z - a)⁻¹) - ∮ z in C(c, R), (z - b)⁻¹) := by
  have hne : ∀ w, w ∉ sphere c R → ∀ z ∈ sphere c R, z - w ≠ 0 :=
    fun w hw z hz h => hw (sub_eq_zero.mp h ▸ hz)
  have hint : ∀ w, w ∉ sphere c R → CircleIntegrable (fun z => (z - w)⁻¹) c R :=
    fun w hw => ContinuousOn.circleIntegrable hR.le
      (ContinuousOn.inv₀ (by fun_prop) (hne w hw))
  rw [← circleIntegral.integral_sub (hint a ha) (hint b hb),
    ← circleIntegral.integral_const_mul]
  apply circleIntegral.integral_congr hR.le
  intro z hz
  have h1 := hne a ha z hz
  have h2 := hne b hb z hz
  have h3 : a - b ≠ 0 := sub_ne_zero.mpr hab
  change 1 / ((z - a) * (z - b)) = (a - b)⁻¹ * ((z - a)⁻¹ - (z - b)⁻¹)
  have h4 : (z - a)⁻¹ - (z - b)⁻¹ = (a - b) / ((z - a) * (z - b)) := by
    rw [inv_sub_inv h1 h2]
    congr 1
    ring
  rw [h4, ← mul_div_assoc, inv_mul_cancel₀ h3]
```

The integrand is symmetric in its poles, so I(a, b) = I(b, a).

```lean
/-- The integral does not depend on the order of the two poles. -/
theorem gapIntegral_comm (c : ℂ) (R : ℝ) (a b : ℂ) :
    gapIntegral c R a b = gapIntegral c R b a := by
  unfold gapIntegral
  congr 2
  funext z
  rw [mul_comm (z - a)]
```

A simple pole inside C contributes 2πi: shrink the contour to a small circle z = a + r exp(iθ), on which dz/(z − a) = i dθ. The cases are then

- only a inside: I(a, b) = (1/(2πi)) (2πi − 0)/(a − b) = 1/(a − b);
- only b inside: by symmetry, I(a, b) = 1/(b − a);
- both inside, a ≠ b: the difference is 2πi − 2πi = 0;
- both outside, a ≠ b: the difference is 0 − 0 = 0;
- a = b: the integrand 1/(z − a)² has the single-valued antiderivative −1/(z − a) along C, so the integral is 0.

The theorem `gapIntegral_eq` assumes R > 0 and both poles off the circle, and states three implications. The last covers all same-side cases at once through `a ∈ ball c R ↔ b ∈ ball c R`. Within the proof, `cross` handles one pole inside and one outside, and serves both of the first two implications.

```lean
/-- If only `a` is inside the contour, the integral is `1/(a-b)`; if only `b` is inside, it is
`1/(b-a)`; if both are on the same side, coincident or not, it is zero. -/
theorem gapIntegral_eq {c a b : ℂ} {R : ℝ} (hR : 0 < R)
    (ha : a ∉ sphere c R) (hb : b ∉ sphere c R) :
    (a ∈ ball c R → b ∉ ball c R → gapIntegral c R a b = 1 / (a - b)) ∧
    (b ∈ ball c R → a ∉ ball c R → gapIntegral c R a b = 1 / (b - a)) ∧
    ((a ∈ ball c R ↔ b ∈ ball c R) → gapIntegral c R a b = 0) := by
  have hout : ∀ w, w ∉ sphere c R → w ∉ ball c R → w ∉ closedBall c R := by
    intro w hs hw h
    rcases (mem_closedBall.mp h).lt_or_eq with h | h
    · exact hw (mem_ball.mpr h)
    · exact hs (mem_sphere.mpr h)
  -- one pole inside, one outside
  have cross : ∀ u v, u ∉ sphere c R → v ∉ sphere c R → u ∈ ball c R → v ∉ ball c R →
      gapIntegral c R u v = 1 / (u - v) := by
    intro u v hu hv hu' hv'
    have huv : u ≠ v := fun h => hv' (h ▸ hu')
    rw [gapIntegral, integral_partial_fractions hR hu hv huv,
      circleIntegral.integral_sub_inv_of_mem_ball hu',
      integral_pole_outside hR (hout v hv hv'), sub_zero, mul_left_comm,
      inv_mul_cancel₀ Complex.two_pi_I_ne_zero, mul_one, one_div]
  refine ⟨cross a b ha hb, fun hb' ha' => ?_, fun hside => ?_⟩
  · rw [gapIntegral_comm]
    exact cross b a hb ha hb' ha'
  · by_cases hab : a = b
    · -- `1/(z-a)^2` has zero residue at `a`
      subst hab
      have h : (∮ z in C(c, R), 1 / ((z - a) * (z - a))) =
          ∮ z in C(c, R), (z - a) ^ (-2 : ℤ) :=
        congrArg (fun f => circleIntegral f c R) (funext fun z => by
          rw [_root_.zpow_neg, one_div, _root_.zpow_ofNat, sq])
      rw [gapIntegral, h, circleIntegral.integral_sub_zpow_of_ne (by norm_num), mul_zero]
    · rw [gapIntegral, integral_partial_fractions hR ha hb hab]
      by_cases ha' : a ∈ ball c R
      · rw [circleIntegral.integral_sub_inv_of_mem_ball ha',
          circleIntegral.integral_sub_inv_of_mem_ball (hside.mp ha'), sub_self, mul_zero,
          mul_zero]
      · rw [integral_pole_outside hR (hout a ha ha'),
          integral_pole_outside hR (hout b hb fun h => ha' (hside.mpr h)), sub_self,
          mul_zero, mul_zero]
```

## The term linear in the perturbation

The Hamiltonian is a complex matrix whose rows and columns are labelled by a finite type `n`. Its resolvent G(z) is `green H z`.

```lean
variable {n : Type*} [Fintype n] [DecidableEq n]

/-- The resolvent `(z - H)⁻¹` of a Hamiltonian matrix. -/
def green (H : Matrix n n ℂ) (z : ℂ) : Matrix n n ℂ := (z • (1 : Matrix n n ℂ) - H)⁻¹
```

The candidate for the first-order change of the projector is

δP = (1/(2πi)) ∮ G(z) V G(z) dz,

with the integral taken separately for each matrix element.

```lean
/-- The contour integral of `G V G`, divided by `2πi` and taken entry by entry, where `G` is
the resolvent of `H`. -/
def projectorChange (H V : Matrix n n ℂ) (c : ℂ) (R : ℝ) : Matrix n n ℂ :=
  fun i j => (2 * (Real.pi : ℂ) * Complex.I)⁻¹ *
    ∮ z in C(c, R), (green H z * V * green H z) i j
```

To see why G V G is the right integrand, write G′ for the resolvent of H + tV. Then G(z − H) = 1 and (z − H − tV)G′ = 1, so

G′ = G(z − H)G′ = G[(z − H − tV) + tV]G′ = G + t G V G′.

Inserting this equation into its own right-hand side once gives

G′ = G + t G V G + t² G V G V G′.

This is exact, with no smallness assumed. The two `IsUnit` hypotheses say that the determinants of z − H and z − H − tV are invertible, meaning that z is an eigenvalue of neither Hamiltonian. In the proof, `h` is the first equation, and the second `calc` block performs the insertion.

```lean
/-- The resolvent of `H + tV` is `G + t G V G` plus an explicit remainder with prefactor `t²`,
wherever both resolvents exist. -/
theorem green_expansion (H V : Matrix n n ℂ) (z t : ℂ)
    (h0 : IsUnit (z • (1 : Matrix n n ℂ) - H).det)
    (ht : IsUnit (z • (1 : Matrix n n ℂ) - (H + t • V)).det) :
    green (H + t • V) z = green H z + t • (green H z * V * green H z) +
      t ^ 2 • (green H z * V * green H z * V * green (H + t • V) z) := by
  have key : ∀ G G' : Matrix n n ℂ, G * (z • (1 : Matrix n n ℂ) - H) = 1 →
      (z • (1 : Matrix n n ℂ) - (H + t • V)) * G' = 1 →
      G' = G + t • (G * V * G) + t ^ 2 • (G * V * G * V * G') := by
    intro G G' h1 h2
    have hs : z • (1 : Matrix n n ℂ) - H =
        (z • (1 : Matrix n n ℂ) - (H + t • V)) + t • V := by abel
    have h : G' = G + t • (G * V * G') := by
      calc G' = G * (z • (1 : Matrix n n ℂ) - H) * G' := by rw [h1, one_mul]
        _ = G * ((z • (1 : Matrix n n ℂ) - (H + t • V)) * G') + t • (G * V * G') := by
          rw [hs]
          simp only [mul_add, add_mul, mul_assoc, mul_smul_comm, smul_mul_assoc]
        _ = G + t • (G * V * G') := by rw [h2, mul_one]
    -- insert the identity into itself once
    calc G' = G + t • (G * V * G') := h
      _ = G + t • (G * V * (G + t • (G * V * G'))) :=
        congrArg (fun X => G + t • (G * V * X)) h
      _ = _ := by
        simp only [mul_add, mul_smul_comm, smul_add, smul_smul, mul_assoc, add_assoc, sq]
  exact key _ _ (nonsing_inv_mul _ h0) (mul_nonsing_inv _ ht)
```

On a contour that avoids the spectrum of H, the remainder stays bounded by a constant times t² for small t, so integration should leave δP as the derivative of P at t = 0. That last passage to the integral is an ordinary estimate given here in words; the Lean development proves the pointwise expansion but not this step.

## Matrix elements in the eigenbasis

Let H be diagonal with levels e_i. Away from the levels, z − H is diagonal with nonzero entries z − e_i, and therefore

G(z)_ij = δ_ij / (z − e_i),

where δ_ij is the Kronecker delta. The proof multiplies the two diagonal matrices and obtains the identity.

```lean
/-- In the eigenbasis of `H`, the resolvent is diagonal with entries `1/(z - e i)`. -/
theorem green_diagonal {e : n → ℂ} {z : ℂ} (h : ∀ i, z ≠ e i) :
    green (diagonal e) z = diagonal fun i => (z - e i)⁻¹ := by
  have hd : z • (1 : Matrix n n ℂ) - diagonal e = diagonal fun i => z - e i := by
    ext i j
    by_cases hij : i = j
    · subst hij
      simp
    · simp [hij]
  apply inv_eq_right_inv
  rw [hd, diagonal_mul_diagonal]
  exact (congrArg diagonal (funext fun i =>
    mul_inv_cancel₀ (sub_ne_zero.mpr (h i)))).trans diagonal_one
```

Multiplying V by G on both sides scales its rows and columns:

(G V G)_ij = V_ij / ((z − e_i)(z − e_j)).

V_ij does not depend on z and comes out of the integral, leaving

δP_ij = V_ij I(e_i, e_j).

The hypothesis `he` keeps every level off the circle. For real levels, it says that no level sits at a point where the circle meets the real axis.

```lean
/-- For a diagonal Hamiltonian with no level on the circle, each matrix element of `projectorChange`
is the matrix element of `V` times the two-pole integral of the two levels. -/
theorem projectorChange_apply {e : n → ℂ} {c : ℂ} {R : ℝ} (hR : 0 < R)
    (he : ∀ i, e i ∉ sphere c R) (V : Matrix n n ℂ) (i j : n) :
    projectorChange (diagonal e) V c R i j = V i j * gapIntegral c R (e i) (e j) := by
  have h : (∮ z in C(c, R), (green (diagonal e) z * V * green (diagonal e) z) i j) =
      V i j * ∮ z in C(c, R), 1 / ((z - e i) * (z - e j)) := by
    rw [← circleIntegral.integral_const_mul]
    apply circleIntegral.integral_congr hR.le
    intro z hz
    have hne : ∀ k, z ≠ e k := fun k hk => he k (hk ▸ hz)
    change (green (diagonal e) z * V * green (diagonal e) z) i j =
      V i j * (1 / ((z - e i) * (z - e j)))
    rw [green_diagonal hne, mul_diagonal, diagonal_mul, one_div, mul_inv]
    ring
  rw [projectorChange, h, gapIntegral, mul_left_comm]
```

The values of I now settle the question. If e_i is inside and e_j outside,

δP_ij = V_ij/(e_i − e_j),  δP_ji = V_ji/(e_i − e_j).

Both elements carry the inside level minus the outside level. If the two levels are on the same side, δP_ij = 0, however close they are. Each diagonal element pairs a level with itself, so it vanishes too, and

tr δP = Σ_i δP_ii = 0.

These are the three parts of `projectorChange_only_gaps`. The levels may be complex or degenerate, and V need not be Hermitian. A Hamiltonian given in another basis must first be diagonalised, with V transformed alongside it; a matrix that cannot be diagonalised is not covered.

For independent electrons in a fixed, orthonormal finite basis, with a gap between filled and empty levels and a circle around exactly the filled ones, this means that the first-order change of the density matrix involves only filled–empty energy differences, and that it leaves the electron number unchanged. The number is in fact exactly constant as long as no level reaches the contour, because the trace of a projector is its rank, an integer, which cannot jump while the projector changes continuously; the theorem shows only the first-order part of this. In a self-consistent calculation V would also have to contain the potential induced by the density change, which is not modelled here.

```lean
/-- For a diagonal Hamiltonian with no level on the circle, the contour integral of `G V G` divided
by `2πi` couples only levels on opposite sides of the contour, with the inside level minus the
outside level as denominator, and its trace is zero. -/
theorem projectorChange_only_gaps {e : n → ℂ} {c : ℂ} {R : ℝ} (hR : 0 < R)
    (he : ∀ i, e i ∉ sphere c R) (V : Matrix n n ℂ) :
    (∀ i j, e i ∈ ball c R → e j ∉ ball c R →
      projectorChange (diagonal e) V c R i j = V i j / (e i - e j) ∧
      projectorChange (diagonal e) V c R j i = V j i / (e i - e j)) ∧
    (∀ i j, (e i ∈ ball c R ↔ e j ∈ ball c R) →
      projectorChange (diagonal e) V c R i j = 0) ∧
    (projectorChange (diagonal e) V c R).trace = 0 := by
  have same : ∀ i j, (e i ∈ ball c R ↔ e j ∈ ball c R) →
      projectorChange (diagonal e) V c R i j = 0 := by
    intro i j h
    rw [projectorChange_apply hR he, (gapIntegral_eq hR (he i) (he j)).2.2 h, mul_zero]
  refine ⟨fun i j hi hj => ⟨?_, ?_⟩, same, Finset.sum_eq_zero fun i _ => same i i Iff.rfl⟩
  · rw [projectorChange_apply hR he, (gapIntegral_eq hR (he i) (he j)).1 hi hj, mul_one_div]
  · rw [projectorChange_apply hR he, (gapIntegral_eq hR (he j) (he i)).2.1 hi hj, mul_one_div]

end

end ContourProjectorResponse
```

```lean
#print axioms ContourProjectorResponse.green_expansion
#print axioms ContourProjectorResponse.projectorChange_only_gaps
```

```
'ContourProjectorResponse.green_expansion' depends on axioms: [propext, Classical.choice, Quot.sound]
'ContourProjectorResponse.projectorChange_only_gaps' depends on axioms: [propext, Classical.choice, Quot.sound]
```
